# Under Poisson scattering, a spectrum cut after order N gives a log-ratio thickness below the true x > 0, by at most x^(N+1)/(N+1)! (in mean free paths)

Q: I measure specimen thickness from an electron energy-loss spectrum: take the total recorded intensity, divide by the zero-loss peak, take the logarithm. My spectrum ends at some energy, so the total is too small. Your statement cuts the spectrum at a scattering order N instead. Why should I accept that?

A: Because the order cut isolates the loss of the scattering orders above N and gives a closed formula. Every electron scattered inelastically at most N times is counted, and every other electron is missed. A real detector cuts in energy, and the orders overlap there. The step from an energy window to an order cut is yours to justify, since no hypothesis supplies it.

If the window holds all of orders 0 to N and part of the higher ones, the measured ratio lies between the truncated and the complete one, and the same bound follows because the logarithm is increasing. That remark rests on this sentence alone, not on the code. If the window also clips the lower orders, the deficit can exceed the bound.

Q: What do you assume about the scattering itself?

A: Poisson statistics. They stand for independent inelastic events with a constant mean free path along the beam. Let x be the thickness in units of that mean free path, so x is what textbooks write as t/λ. Let I be the total beam intensity, which is not the zero-loss intensity often called I₀. The intensity scattered exactly n times is

Iₙ = I·exp(−x)·xⁿ/n!

The zero-loss peak is I·exp(−x), so the recorded total divided by it is

S_N(x) = 1 + x + x²/2! + … + x^N/N!

The inferred thickness is ln S_N(x). With all orders present the sum would be exp(x) and the logarithm would return x.

Q: Show me the bound by hand before any code.

A: Call the deficit D(x) = x − ln S_N(x). Differentiating the sum lowers each power by one, and the highest term is lost:

S_N′(x) = S_N(x) − x^N/N!

Therefore

D′(x) = 1 − S_N′(x)/S_N(x) = (x^N/N!)/S_N(x)

This is the share of the highest recorded order in the recorded intensity. It makes sense: those are the electrons that one more collision removes from the record.

Now take an intermediate thickness t with 0 ≤ t ≤ x, again in mean free paths (not the length t in t/λ). All terms of the sum are non-negative and none decreases with t, so 1 ≤ S_N(t) ≤ S_N(x). Hence

(t^N/N!)/S_N(x) ≤ D′(t) ≤ t^N/N!

Since S_N(0) = 1, we have D(0) = 0. Integrating from 0 to x gives

x^(N+1)/(N+1)!/S_N(x) ≤ D(x) ≤ x^(N+1)/(N+1)!

For x > 0 the left side is positive, so the inferred thickness is strictly too small.

Q: Does that survive N = 0, when only the zero-loss peak is recorded?

A: Yes. Then S_0 = 1, the inferred thickness is 0, and the deficit is x. The bound is also x, so it is attained.

Q: Give me numbers for a case I might meet.

A: Take x = 1 and N = 2. Then S_2(1) = 1 + 1 + 1/2 = 2.5, and ln 2.5 ≈ 0.916. The deficit is about 0.084. The upper bound is 1/6 ≈ 0.167 and the lower bound is (1/6)/2.5 ≈ 0.067.

Q: Now the formal version. I suspect it is a fact about truncated exponentials with physical names attached.

A: Look at what is defined. `orderIntensity I x n` is the Poisson intensity above, with the beam intensity and the thickness as real numbers and the order as a natural number.

In Lean 4 with Mathlib:

```lean
import Mathlib

open Filter Topology Set
open scoped Nat

namespace TruncatedLogRatio

noncomputable section

/-- Intensity scattered exactly `n` times when a beam of intensity `I` crosses a specimen
of thickness `x`, measured in inelastic mean free paths (Poisson statistics). -/
def orderIntensity (I x : ℝ) (n : ℕ) : ℝ := I * Real.exp (-x) * (x ^ n / n !)
```

The measured quantity is defined from those intensities, as the logarithm of a ratio. `Finset.range (N + 1)` runs over the orders 0 to N, and the denominator is order 0.

```lean
/-- Log-ratio thickness inferred from a spectrum that records scattering orders `0` to `N`:
the logarithm of recorded intensity over zero-loss intensity, for `I ≠ 0`. -/
def inferredThickness (I x : ℝ) (N : ℕ) : ℝ :=
  Real.log ((∑ n ∈ Finset.range (N + 1), orderIntensity I x n) / orderIntensity I x 0)
```

The exponential sum has its own definition, which doesn't mention the beam.

```lean
/-- The truncated exponential sum `S_N(x)`, with the terms `x^n/n!` for `n = 0, ..., N`. -/
def pluralSum (N : ℕ) (x : ℝ) : ℝ := ∑ n ∈ Finset.range (N + 1), x ^ n / n !
```

Q: So the link between the two has to be proved?

A: It does, and it is the first theorem. The factor I·exp(−x) comes out of the numerator, equals the denominator, and cancels because it is non-zero. The hypothesis `0 < I` says that there is a beam.

```lean
/-- For a beam of positive intensity, the inferred thickness is `ln S_N(x)`. -/
theorem inferredThickness_eq {I : ℝ} (hI : 0 < I) (x : ℝ) (N : ℕ) :
    inferredThickness I x N = Real.log (pluralSum N x) := by
  have h0 : orderIntensity I x 0 = I * Real.exp (-x) := by simp [orderIntensity]
  have hs : ∑ n ∈ Finset.range (N + 1), orderIntensity I x n
      = I * Real.exp (-x) * pluralSum N x := by
    simp only [orderIntensity, pluralSum, Finset.mul_sum]
  have hne : I * Real.exp (-x) ≠ 0 := (mul_pos hI (Real.exp_pos _)).ne'
  rw [inferredThickness, hs, h0, mul_div_cancel_left₀ _ hne]
```

Q: Then the inequalities for the sum. Where is 1 ≤ S_N(t) ≤ S_N(x)?

A: In the next three lemmas. The first splits off the term n = 0, which is 1, and notes that the rest is non-negative.

```lean
private lemma one_le_pluralSum (N : ℕ) {x : ℝ} (hx : 0 ≤ x) : 1 ≤ pluralSum N x := by
  have h : 0 ≤ ∑ k ∈ Finset.range N, x ^ (k + 1) / ((k + 1)! : ℝ) :=
    Finset.sum_nonneg (fun k _ => by positivity)
  have h0 : x ^ 0 / ((0)! : ℝ) = 1 := by simp
  unfold pluralSum
  rw [Finset.sum_range_succ', h0]
  linarith
```

The second evaluates the sum at zero thickness, which gives D(0) = 0.

```lean
private lemma pluralSum_zero (N : ℕ) : pluralSum N 0 = 1 := by
  simp [pluralSum, Finset.sum_range_succ']
```

The third compares the sums at two thicknesses term by term.

```lean
private lemma pluralSum_mono (N : ℕ) {t x : ℝ} (ht : 0 ≤ t) (htx : t ≤ x) :
    pluralSum N t ≤ pluralSum N x := by
  unfold pluralSum
  exact Finset.sum_le_sum (fun n _ => by gcongr)
```

Q: And the derivative that loses its last term?

A: First comes the derivative of a single term: x^(N+1)/(N+1)! has derivative x^N/N!, by the power rule and (N+1)! = (N+1)·N!.

```lean
private lemma hasDerivAt_term (N : ℕ) (x : ℝ) :
    HasDerivAt (fun y : ℝ => y ^ (N + 1) / (N + 1)!) (x ^ N / N !) x := by
  refine ((hasDerivAt_pow (N + 1) x).div_const _).congr_deriv ?_
  have h1 : (N ! : ℝ) ≠ 0 := by positivity
  have h2 : (N : ℝ) + 1 ≠ 0 := by positivity
  rw [Nat.factorial_succ, Nat.add_sub_cancel]
  push_cast
  field_simp
```

The sum is then handled by induction on N. For N = 0 it is the constant 1. In the step from N to N+1, the new term contributes x^N/N!, which cancels the subtracted term from the induction hypothesis. What remains is S_N(x), the new sum without its highest term.

```lean
/-- Differentiating `S_N` with respect to thickness removes its highest-order term. -/
theorem hasDerivAt_pluralSum (N : ℕ) (x : ℝ) :
    HasDerivAt (pluralSum N) (pluralSum N x - x ^ N / N !) x := by
  induction N with
  | zero =>
    have h : pluralSum 0 = fun _ => (1 : ℝ) := by
      funext y
      simp [pluralSum]
    rw [h]
    exact (hasDerivAt_const x (1 : ℝ)).congr_deriv (by simp)
  | succ N ih =>
    have h : pluralSum (N + 1) = fun y => pluralSum N y + y ^ (N + 1) / (N + 1)! := by
      funext y
      exact Finset.sum_range_succ (fun n => y ^ n / (n ! : ℝ)) (N + 1)
    rw [h]
    exact (ih.fun_add (hasDerivAt_term N x)).congr_deriv (by simp)
```

The chain rule for the logarithm turns this into the rate D′(x). It needs S_N(x) ≠ 0, which follows from S_N(x) ≥ 1 for x ≥ 0.

```lean
/-- At thickness `x ≥ 0` the deficit `x - ln S_N(x)` grows at the rate `(x^N/N!) / S_N(x)`,
the share of the highest recorded order in the recorded intensity. -/
theorem hasDerivAt_deficit (N : ℕ) {x : ℝ} (hx : 0 ≤ x) :
    HasDerivAt (fun y => y - Real.log (pluralSum N y)) (x ^ N / N ! / pluralSum N x) x := by
  have hne : pluralSum N x ≠ 0 := (zero_lt_one.trans_le (one_le_pluralSum N hx)).ne'
  refine ((hasDerivAt_id' x).fun_sub ((hasDerivAt_pluralSum N x).log hne)).congr_deriv ?_
  rw [sub_div, div_self hne, sub_sub_cancel]
```

Q: By hand you integrated an inequality. I see no integral here.

A: Monotonicity does that work. If a function vanishes at 0 and has a non-negative derivative on [0, x], it is non-negative at x. In the lemma, `f` is the function and `f'` its derivative.

```lean
private lemma nonneg_of_rate {f f' : ℝ → ℝ} {x : ℝ} (hx : 0 ≤ x) (h0 : f 0 = 0)
    (hf : ∀ t ∈ Icc 0 x, HasDerivAt f (f' t) t) (hf' : ∀ t ∈ Icc 0 x, 0 ≤ f' t) :
    0 ≤ f x := by
  have hm : MonotoneOn f (Icc 0 x) := by
    refine monotoneOn_of_deriv_nonneg (convex_Icc 0 x)
      (fun t ht => (hf t ht).continuousAt.continuousWithinAt)
      (fun t ht => (hf t (interior_subset ht)).differentiableAt.differentiableWithinAt)
      (fun t ht => ?_)
    rw [(hf t (interior_subset ht)).deriv]
    exact hf' t (interior_subset ht)
  have h := hm ⟨le_rfl, hx⟩ ⟨hx, le_rfl⟩ hx
  rwa [h0] at h
```

For the upper bound, `f` is t^(N+1)/(N+1)! − D(t). Its derivative is t^N/N! minus the same quantity divided by S_N(t), and this is non-negative because S_N(t) ≥ 1.

```lean
/-- For `x ≥ 0` the deficit `x - ln S_N(x)` is at most the first omitted term
`x^(N+1)/(N+1)!`. -/
theorem deficit_le (N : ℕ) {x : ℝ} (hx : 0 ≤ x) :
    x - Real.log (pluralSum N x) ≤ x ^ (N + 1) / (N + 1)! := by
  have h := nonneg_of_rate
    (f := fun t => t ^ (N + 1) / ((N + 1)! : ℝ) - (t - Real.log (pluralSum N t)))
    (f' := fun t => t ^ N / (N ! : ℝ) - t ^ N / (N ! : ℝ) / pluralSum N t) hx
    (by simp [pluralSum_zero])
    (fun t ht => (hasDerivAt_term N t).fun_sub (hasDerivAt_deficit N ht.1))
    (fun t ht => by
      -- the recorded intensity is never less than the zero-loss peak
      have ht0 : 0 ≤ t := ht.1
      exact sub_nonneg.2 (div_le_self (by positivity) (one_le_pluralSum N ht0)))
  exact sub_nonneg.1 h
```

For the lower bound, `f` is D(t) − t^(N+1)/(N+1)!/S_N(x). The denominator S_N(x) is held at the full thickness while t varies, and S_N(t) ≤ S_N(x) gives the sign of the derivative.

```lean
/-- For `x ≥ 0` the deficit `x - ln S_N(x)` is at least the first omitted term
divided by `S_N(x)`. -/
theorem le_deficit (N : ℕ) {x : ℝ} (hx : 0 ≤ x) :
    x ^ (N + 1) / (N + 1)! / pluralSum N x ≤ x - Real.log (pluralSum N x) := by
  have h := nonneg_of_rate
    (f := fun t => (t - Real.log (pluralSum N t)) - t ^ (N + 1) / (N + 1)! / pluralSum N x)
    (f' := fun t => t ^ N / N ! / pluralSum N t - t ^ N / N ! / pluralSum N x) hx
    (by simp [pluralSum_zero])
    (fun t ht => (hasDerivAt_deficit N ht.1).fun_sub ((hasDerivAt_term N t).div_const _))
    (fun t ht => by
      -- same numerator `t^N/N!`, and `S_N(t) ≤ S_N(x)` in the denominators
      have ht0 : 0 ≤ t := ht.1
      have hp : 0 < pluralSum N t := by linarith [one_le_pluralSum N ht0]
      exact sub_nonneg.2
        (div_le_div_of_nonneg_left (by positivity) hp (pluralSum_mono N ht0 ht.2)))
  exact sub_nonneg.1 h
```

Q: Read me the main theorem as a statement about my measurement.

A: For any beam intensity I > 0, any thickness x > 0 and any highest recorded order N, the thickness inferred from the truncated spectrum is strictly less than x, and the shortfall is at most x^(N+1)/(N+1)!. Both halves speak of `inferredThickness`, the logarithm of the intensity ratio. The proof rewrites it as ln S_N(x), takes the second half from `deficit_le`, and gets the strict inequality from the positive lower bound in `le_deficit`.

```lean
/-- For positive beam intensity and thickness `x > 0`, a spectrum truncated after order `N`
underestimates the thickness, by at most `x^(N+1)/(N+1)!`. -/
theorem truncated_log_ratio {I x : ℝ} (hI : 0 < I) (hx : 0 < x) (N : ℕ) :
    inferredThickness I x N < x ∧
      x - inferredThickness I x N ≤ x ^ (N + 1) / (N + 1)! := by
  rw [inferredThickness_eq hI]
  refine ⟨?_, deficit_le N hx.le⟩
  have hp : 0 < pluralSum N x := by linarith [one_le_pluralSum N hx.le]
  have hpos : 0 < x ^ (N + 1) / (N + 1)! / pluralSum N x := by positivity
  linarith [le_deficit N hx.le]
```

Q: What about the rest of my experiment: a collection aperture, noise, an imperfectly separated zero-loss peak?

A: None of that is in the model. The intensities are noise-free expected values, the zero-loss peak is known perfectly, and x is dimensionless. To get a length you must supply the mean free path, and its uncertainty is separate from this bound.

The result does carry over to simulation: a computed loss spectrum that sums scattering orders only up to N has the same thickness bias, provided that the orders carry Poisson weights and each is integrated over all its losses.

Q: In your example the bound was twice the actual deficit. Is it ever close for N > 0?

A: For thin specimens. Dividing the two-sided estimate by x^(N+1)/(N+1)! puts the ratio of deficit to bound between 1/S_N(x) and 1. As x goes to 0, S_N(x) goes to 1, so the ratio is squeezed to 1. No constant factor below 1 could therefore be put in front of the bound for all thin specimens.

In the code, `𝓝[>] 0` means that x approaches 0 through positive values. The continuity of S_N at 0 comes from its derivative, and the two bullets at the end supply the lower and upper estimates, in that order.

```lean
/-- For positive beam intensity, the ratio of the thickness deficit to `x^(N+1)/(N+1)!`
tends to one as the thickness `x > 0` tends to zero. -/
theorem thin_specimen_limit {I : ℝ} (hI : 0 < I) (N : ℕ) :
    Tendsto (fun x => (x - inferredThickness I x N) / (x ^ (N + 1) / (N + 1)!))
      (𝓝[>] 0) (𝓝 1) := by
  have hS : Tendsto (pluralSum N) (𝓝[>] 0) (𝓝 1) := by
    have h := (hasDerivAt_pluralSum N 0).continuousAt.tendsto
    rw [pluralSum_zero] at h
    exact h.mono_left nhdsWithin_le_nhds
  have hL : Tendsto (fun x => (pluralSum N x)⁻¹) (𝓝[>] 0) (𝓝 1) := by
    simpa using hS.inv₀ one_ne_zero
  -- squeeze the ratio between 1 / S_N(x) and 1
  refine tendsto_of_tendsto_of_tendsto_of_le_of_le' hL tendsto_const_nhds ?_ ?_
  · filter_upwards [self_mem_nhdsWithin] with x hx
    have hx0 : 0 < x := hx
    have hb : 0 < x ^ (N + 1) / ((N + 1)! : ℝ) := by positivity
    rw [inferredThickness_eq hI, le_div_iff₀ hb, ← div_eq_inv_mul]
    exact le_deficit N hx0.le
  · filter_upwards [self_mem_nhdsWithin] with x hx
    have hx0 : 0 < x := hx
    have hb : 0 < x ^ (N + 1) / ((N + 1)! : ℝ) := by positivity
    exact (div_le_one hb).2 (truncated_log_ratio hI hx0 N).2
```

Q: And if my specimen is thick, but I keep extending the record?

A: At fixed x the inferred thickness converges to x as N grows. It lies between x − x^(N+1)/(N+1)! and x, and the factorial eventually outgrows the power, so the lower end also tends to x. For large x this takes many orders, because the intensities Iₙ are largest near n = x. The bound says nothing before that: as long as N+1 ≤ x it is at least x, and the deficit never exceeds x anyway, since S_N(x) ≥ 1.

```lean
/-- For positive beam intensity and thickness, the inferred thickness converges to the true
one as more and more scattering orders are recorded. -/
theorem full_spectrum_limit {I x : ℝ} (hI : 0 < I) (hx : 0 < x) :
    Tendsto (fun N => inferredThickness I x N) atTop (𝓝 x) := by
  have h0 : Tendsto (fun N : ℕ => x ^ (N + 1) / ((N + 1)! : ℝ)) atTop (𝓝 0) :=
    (FloorSemiring.tendsto_pow_div_factorial_atTop x).comp (tendsto_add_atTop_nat 1)
  have hL : Tendsto (fun N : ℕ => x - x ^ (N + 1) / ((N + 1)! : ℝ)) atTop (𝓝 x) := by
    simpa using h0.const_sub x
  exact tendsto_of_tendsto_of_tendsto_of_le_of_le hL tendsto_const_nhds
    (fun N => by linarith [(truncated_log_ratio hI hx N).2])
    (fun N => (truncated_log_ratio hI hx N).1.le)

end

end TruncatedLogRatio
```

```lean
#print axioms TruncatedLogRatio.truncated_log_ratio
#print axioms TruncatedLogRatio.thin_specimen_limit
#print axioms TruncatedLogRatio.full_spectrum_limit
```

```
'TruncatedLogRatio.truncated_log_ratio' depends on axioms: [propext, Classical.choice, Quot.sound]
'TruncatedLogRatio.thin_specimen_limit' depends on axioms: [propext, Classical.choice, Quot.sound]
'TruncatedLogRatio.full_spectrum_limit' depends on axioms: [propext, Classical.choice, Quot.sound]
```
